# A trace criterion for generating a Hermitian coupling from a finite-dimensional Hamiltonian

Take two levels with energies 0 and 1, so H = diag(0, 1), and a Hermitian matrix P with real diagonal entries r, s and upper off-diagonal entry p. Write p* for the complex conjugate of p and [P,H] = PH − HP. Multiplying out gives

−i[P,H] = ( 0, −ip ; ip*, 0 ).

The diagonal is always zero, so a coupling V that shifts either level to first order, meaning one with a non-zero diagonal entry, cannot be written this way. A Hermitian V with zero diagonal and upper entry v can: choose p = iv. The numbers r and s remain free.

The problems below extend this to any finite number of levels, including degenerate ones. H is an electronic Hamiltonian and V its first-order change under a rigid displacement u, already summed over the atoms. If the displacement acts as H(u) = exp(−iuP) H exp(iuP), with ħ = 1, then V = dH/du at u = 0 is −i[P,H]. For a finite-basis model with one displacement coordinate, the criterion tests whether a given coupling matrix is compatible with such a unitary shift. It does not make P the physical momentum, or local in space. A correctly computed V can also fail the test when the basis is too small to describe the displaced states.

All matrices are taken in one orthonormal basis, which stays fixed during the displacement; in the code, the finite type `n` labels its states.

```lean
import Mathlib

open Matrix
open scoped ComplexOrder

namespace TranslationSumRule

noncomputable section

variable {n : Type*} [Fintype n] [DecidableEq n]
```

`IsGenerator H V P` says that P is Hermitian and V = −i(PH − HP).

```lean
/-- `P` is a Hermitian generator of the coupling `V` for the Hamiltonian `H`:
`V = -i[P, H]`. -/
def IsGenerator (H V P : Matrix n n ℂ) : Prop :=
  P.IsHermitian ∧ V = (-Complex.I) • (P * H - H * P)
```

For level energies d_i, `energyConserving d V` keeps the entries V_ij with d_i = d_j and sets the others to zero.

```lean
/-- The part of `V` that connects only levels of equal energy, for level energies `d`. -/
def energyConserving (d : n → ℝ) (V : Matrix n n ℂ) : Matrix n n ℂ :=
  Matrix.of fun i j => if d i = d j then V i j else 0
```

## (a) Conserved quantities and the trace

**Problem.** Let P generate V, and let X commute with H. Show that

tr(VX) = 0.

**Solution.** Insert the commutator:

tr(VX) = −i [tr(PHX) − tr(HPX)].

By cyclicity and XH = HX,

tr(HPX) = tr(PXH) = tr(PHX),

so the bracket vanishes. In the code, `h` is this equality of traces. Neither H nor X has to be Hermitian here.

```lean
omit [DecidableEq n] in
/-- A coupling with a generator has zero trace against every matrix commuting with `H`. -/
theorem sum_rule {H V P X : Matrix n n ℂ} (hP : IsGenerator H V P)
    (hX : X * H = H * X) : trace (V * X) = 0 := by
  have h : trace (H * P * X) = trace (P * H * X) := by
    rw [mul_assoc H P X, Matrix.trace_mul_comm H (P * X), mul_assoc P X H, hX, ← mul_assoc]
  rw [hP.2, smul_mul_assoc, trace_smul, sub_mul, trace_sub, h, sub_self, smul_zero]
```

## (b) Coupling inside a degenerate level

**Problem.** Let D = diag(d_i) with real d_i, and let V be Hermitian with tr(VX) = 0 for every Hermitian X commuting with D. Show that

V_ij = 0 whenever d_i = d_j.

**Solution.** Use the energy-conserving part of V as X. It is Hermitian because the condition d_a = d_b is symmetric. It commutes with D because

(XD)_ab − (DX)_ab = (d_b − d_a) X_ab = 0.

Since V_ba is the conjugate of V_ab,

0 = tr(VX) = Σ_ab V_ab X_ba = Σ_(a,b: d_a = d_b) |V_ab|².

A sum of non-negative terms is zero only if each term is zero. The steps `hX`, `hc` and `key` establish Hermiticity, commutation and the sum of squares; `h1` and `h2` then isolate row i and entry j.

```lean
/-- For a diagonal Hamiltonian, the sum rule forces the matrix elements of `V` between
levels of equal energy to vanish. -/
theorem degenerate_elements_vanish (d : n → ℝ) {V : Matrix n n ℂ} (hV : V.IsHermitian)
    (hsum : ∀ X : Matrix n n ℂ, X.IsHermitian →
      X * diagonal (fun i => (d i : ℂ)) = diagonal (fun i => (d i : ℂ)) * X →
      trace (V * X) = 0)
    (i j : n) (hij : d i = d j) : V i j = 0 := by
  -- the energy-conserving part of `V` is an admissible test matrix
  have hX : (energyConserving d V).IsHermitian := by
    refine Matrix.IsHermitian.ext fun a b => ?_
    by_cases h : d a = d b
    · simp only [energyConserving, Matrix.of_apply, if_pos h, if_pos h.symm]
      exact hV.apply a b
    · simp [energyConserving, h, Ne.symm h]
  have hc : energyConserving d V * diagonal (fun i => (d i : ℂ))
      = diagonal (fun i => (d i : ℂ)) * energyConserving d V := by
    ext a b
    rw [Matrix.mul_diagonal, Matrix.diagonal_mul]
    by_cases h : d a = d b
    · rw [h, mul_comm]
    · simp [energyConserving, h]
  -- its trace against `V` is a sum of squared moduli
  have key : trace (V * energyConserving d V) =
      ((∑ a, ∑ b, (if d a = d b then Complex.normSq (V a b) else 0) : ℝ) : ℂ) := by
    simp only [Matrix.trace, Matrix.diag_apply, Matrix.mul_apply, Complex.ofReal_sum]
    refine Finset.sum_congr rfl fun a _ => Finset.sum_congr rfl fun b _ => ?_
    by_cases h : d a = d b
    · have hb : V b a = star (V a b) := (hV.apply b a).symm
      simp only [energyConserving, Matrix.of_apply, if_pos h, if_pos h.symm, hb]
      exact Complex.mul_conj (V a b)
    · simp [energyConserving, h, Ne.symm h]
  have hs := Complex.ofReal_eq_zero.mp (key.symm.trans (hsum _ hX hc))
  have hnn : ∀ a b, 0 ≤ (if d a = d b then Complex.normSq (V a b) else 0) := by
    intro a b
    split_ifs
    · exact Complex.normSq_nonneg _
    · exact le_rfl
  have h1 := (Finset.sum_eq_zero_iff_of_nonneg
    (fun a _ => Finset.sum_nonneg fun b _ => hnn a b)).mp hs i (Finset.mem_univ i)
  have h2 : (if d i = d j then Complex.normSq (V i j) else 0) = 0 :=
    (Finset.sum_eq_zero_iff_of_nonneg (fun b _ => hnn i b)).mp h1 j (Finset.mem_univ j)
  rw [if_pos hij] at h2
  exact Complex.normSq_eq_zero.mp h2
```

## (c) Dividing by energy differences

**Problem.** Let V be Hermitian with V_ij = 0 whenever d_i = d_j. Show that V is generated, for H = D, by

P_ij = i V_ij / (d_j − d_i) for d_i ≠ d_j, and P_ij = 0 otherwise.

**Solution.** For unequal energies,

(P_ji)* = −i V_ij / (d_i − d_j) = P_ij,

−i(PD − DP)_ij = −i(d_j − d_i) P_ij = V_ij.

For equal energies both sides of each equation are zero. The code writes a single quotient for all entries, since Lean evaluates 0/0 as 0. Its two branches are the Hermiticity check and the commutator check.

The same argument gives a neighbouring result that the code does not state: any Hermitian V is its energy-conserving part plus a term −i[P,D], because the remainder has no entries between equal energies.

```lean
/-- For a diagonal Hamiltonian, a Hermitian coupling without matrix elements between levels
of equal energy has a generator, with elements `i V_ij / (d_j - d_i)`. -/
theorem diagonal_generator (d : n → ℝ) {V : Matrix n n ℂ} (hV : V.IsHermitian)
    (hz : ∀ i j, d i = d j → V i j = 0) :
    IsGenerator (diagonal (fun i => (d i : ℂ))) V
      (Matrix.of fun i j => Complex.I * V i j / ((d j : ℂ) - (d i : ℂ))) := by
  constructor
  · refine Matrix.IsHermitian.ext fun i j => ?_
    have hv : (starRingEnd ℂ) (V j i) = V i j := hV.apply i j
    change (starRingEnd ℂ) (Complex.I * V j i / ((d i : ℂ) - (d j : ℂ)))
      = Complex.I * V i j / ((d j : ℂ) - (d i : ℂ))
    rw [map_div₀, map_mul, map_sub, Complex.conj_I, Complex.conj_ofReal, Complex.conj_ofReal,
      hv, ← neg_sub (d j : ℂ) (d i : ℂ), div_neg, neg_mul, neg_div, neg_neg]
  · ext i j
    simp only [Matrix.smul_apply, Matrix.sub_apply, Matrix.mul_diagonal, Matrix.diagonal_mul,
      Matrix.of_apply, smul_eq_mul]
    by_cases h : d i = d j
    · rw [hz i j h]
      simp
    · have hne : (d j : ℂ) - (d i : ℂ) ≠ 0 :=
        sub_ne_zero.mpr fun e => h (Complex.ofReal_injective e).symm
      have hq := div_mul_cancel₀ (Complex.I * V i j) hne
      linear_combination Complex.I * hq + V i j * Complex.I_sq
```

## (d) The criterion in any basis

**Problem.** For Hermitian H and V, show that

V = −i[P,H] for some Hermitian P ⇔ tr(VX) = 0 for every Hermitian X with XH = HX.

**Solution.** Part (a) gives the forward direction. For the converse, write H = U D Uᴴ with U unitary, and set W = UᴴVU. If a Hermitian X commutes with D, then UXUᴴ is Hermitian and commutes with H, so

tr(WX) = tr(V UXUᴴ) = 0.

Part (b) removes the entries of W between equal energies, and part (c) supplies Q with W = −i[Q,D]. Put P = UQUᴴ. Then

−i[P,H] = U(−i[Q,D])Uᴴ = UWUᴴ = V.

The local lemma `conj` carries products through the change of basis, and the last `calc` is the line above.

In the limiting case H = E·1, every X commutes with H, and the criterion leaves only V = 0. This includes a single level.

```lean
/-- A Hermitian coupling `V` has the form `-i[P, H]` with `P` Hermitian if and only if
`tr(VX) = 0` for every Hermitian `X` commuting with `H`. -/
theorem exists_generator_iff {H V : Matrix n n ℂ} (hH : H.IsHermitian) (hV : V.IsHermitian) :
    (∃ P, IsGenerator H V P) ↔
      ∀ X : Matrix n n ℂ, X.IsHermitian → X * H = H * X → trace (V * X) = 0 := by
  refine ⟨fun ⟨P, hP⟩ X _ hX => sum_rule hP hX, fun hsum => ?_⟩
  -- pass to the eigenbasis of `H`
  obtain ⟨U, d, h1, h2, hD⟩ : ∃ (U : Matrix n n ℂ) (d : n → ℝ), Uᴴ * U = 1 ∧ U * Uᴴ = 1 ∧
      H = U * diagonal (fun i => (d i : ℂ)) * Uᴴ :=
    ⟨hH.eigenvectorUnitary, hH.eigenvalues,
      Matrix.mem_unitaryGroup_iff'.mp hH.eigenvectorUnitary.2,
      Matrix.mem_unitaryGroup_iff.mp hH.eigenvectorUnitary.2, hH.spectral_theorem⟩
  have conj : ∀ A B : Matrix n n ℂ, (U * A * Uᴴ) * (U * B * Uᴴ) = U * (A * B) * Uᴴ := by
    intro A B
    calc (U * A * Uᴴ) * (U * B * Uᴴ) = U * A * (Uᴴ * U) * B * Uᴴ := by simp only [mul_assoc]
      _ = U * (A * B) * Uᴴ := by rw [h1, mul_one]; simp only [mul_assoc]
  have hW : (Uᴴ * V * U).IsHermitian := Matrix.isHermitian_conjTranspose_mul_mul U hV
  have hz := degenerate_elements_vanish d hW (fun X hX hc => by
    calc trace (Uᴴ * V * U * X) = trace (Uᴴ * (V * U * X)) := by simp only [mul_assoc]
      _ = trace (V * U * X * Uᴴ) := Matrix.trace_mul_comm _ _
      _ = trace (V * (U * X * Uᴴ)) := by simp only [mul_assoc]
      _ = 0 := hsum _ (Matrix.isHermitian_mul_mul_conjTranspose U hX)
          (by rw [hD, conj, conj, hc]))
  obtain ⟨Q, hQ, hQV⟩ : ∃ Q, IsGenerator (diagonal (fun i => (d i : ℂ))) (Uᴴ * V * U) Q :=
    ⟨_, diagonal_generator d hW hz⟩
  -- rotate the generator back
  refine ⟨U * Q * Uᴴ, Matrix.isHermitian_mul_mul_conjTranspose U hQ, ?_⟩
  calc V = (U * Uᴴ) * V * (U * Uᴴ) := by rw [h2, one_mul, mul_one]
    _ = U * (Uᴴ * V * U) * Uᴴ := by simp only [mul_assoc]
    _ = U * ((-Complex.I) • (Q * diagonal (fun i => (d i : ℂ))
          - diagonal (fun i => (d i : ℂ)) * Q)) * Uᴴ := by rw [hQV]
    _ = (-Complex.I) • (U * Q * Uᴴ * H - H * (U * Q * Uᴴ)) := by
      rw [hD, conj, conj, mul_smul_comm, smul_mul_assoc, mul_sub, sub_mul]
```

## (e) The freedom in the generator

**Problem.** Let P generate V. Show that

P′ generates V ⇔ P′ − P is Hermitian and [P′ − P, H] = 0.

**Solution.** If both generate V, cancelling −i gives [P′,H] = [P,H], hence [P′ − P, H] = 0, and a difference of Hermitian matrices is Hermitian. Conversely, adding a Hermitian matrix that commutes with H changes neither the Hermiticity of P nor its commutator with H. In both directions, `e` is the equality of commutators.

```lean
omit [DecidableEq n] in
/-- Given one generator `P`, a matrix `P'` is also a generator of the same coupling if and
only if `P' - P` is Hermitian and commutes with `H`. -/
theorem generator_unique_iff {H V P P' : Matrix n n ℂ} (hP : IsGenerator H V P) :
    IsGenerator H V P' ↔ (P' - P).IsHermitian ∧ (P' - P) * H = H * (P' - P) := by
  constructor
  · intro hP'
    have e : P' * H - H * P' = P * H - H * P :=
      smul_right_injective (Matrix n n ℂ) (neg_ne_zero.mpr Complex.I_ne_zero)
        (hP'.2.symm.trans hP.2)
    exact ⟨hP'.1.sub hP.1, by linear_combination (norm := noncomm_ring) e⟩
  · rintro ⟨hK, hc⟩
    have e : P' * H - H * P' = P * H - H * P := by
      linear_combination (norm := noncomm_ring) hc
    have hs := hP.1.add hK
    rw [add_sub_cancel] at hs
    exact ⟨hs, by rw [e]; exact hP.2⟩
```

## (f) Matrix elements between energy eigenvectors

**Problem.** Let H be Hermitian, P generate V, Ha = E_a a and Hb = E_b b, with real energies. Show that

⟨a|V|b⟩ = −i(E_b − E_a) ⟨a|P|b⟩.

**Solution.** In ⟨a|PH − HP|b⟩, let H act to the right in the first term and to the left in the second. This gives E_b⟨a|P|b⟩ − E_a⟨a|P|b⟩; multiply by −i. The left action is `hl`, and `star a ⬝ᵥ (V *ᵥ b)` is the bracket ⟨a|V|b⟩. The vectors need not be normalised, since both sides scale alike.

```lean
omit [DecidableEq n] in
/-- Between eigenvectors of `H` with energies `Ea` and `Eb`, the matrix element of the
coupling is `-i(Eb - Ea)` times that of the generator. -/
theorem matrix_element {H V P : Matrix n n ℂ} (hH : H.IsHermitian) (hP : IsGenerator H V P)
    {a b : n → ℂ} {Ea Eb : ℝ} (ha : H *ᵥ a = (Ea : ℂ) • a) (hb : H *ᵥ b = (Eb : ℂ) • b) :
    star a ⬝ᵥ (V *ᵥ b) = -Complex.I * ((Eb : ℂ) - Ea) * (star a ⬝ᵥ (P *ᵥ b)) := by
  -- `H` acts to the left on the bra with the real energy `Ea`
  have hl : star a ᵥ* H = (Ea : ℂ) • star a := by
    have h := Matrix.star_mulVec H a
    rw [hH.eq, ha, star_smul] at h
    rw [← h]
    simp
  rw [hP.2, Matrix.smul_mulVec, Matrix.sub_mulVec, ← Matrix.mulVec_mulVec,
    ← Matrix.mulVec_mulVec, hb, Matrix.mulVec_smul, dotProduct_smul, dotProduct_sub,
    Matrix.dotProduct_mulVec (star a) H, hl, smul_dotProduct, dotProduct_smul]
  simp only [smul_eq_mul]
  ring
```

## (g) A coupling proportional to the energy

**Problem.** For Hermitian H ≠ 0, show that no Hermitian P satisfies

H = −i[P,H].

**Solution.** H commutes with itself, so part (a) with V = X = H would give

0 = tr(H²) = Σ_ab |H_ab|²,

and hence H = 0. Rescaling all energies by a common factor is therefore not a unitary shift to first order in this finite model.

```lean
omit [DecidableEq n] in
/-- For a nonzero Hermitian `H`, the coupling `V = H` has no generator. -/
theorem no_generator_of_self {H : Matrix n n ℂ} (hH : H.IsHermitian) (h0 : H ≠ 0) :
    ¬ ∃ P, IsGenerator H H P := by
  rintro ⟨P, hP⟩
  have h : trace (Hᴴ * H) = 0 := by
    rw [hH.eq]
    exact sum_rule hP rfl
  exact h0 (Matrix.trace_conjTranspose_mul_self_eq_zero_iff.mp h)
```

## (h) A Pauli-matrix example

**Problem.** For H = σ_z, verify that σ_y is a generator of

V = 2σ_x.

**Solution.** From σ_yσ_z = iσ_x and σ_zσ_y = −iσ_x,

−i[σ_y,σ_z] = −i(2iσ_x) = 2σ_x.

The code checks Hermiticity and this equation entry by entry.

```lean
/-- In a two-level system with `H = σ_z`, the matrix `σ_y` generates the coupling `2σ_x`. -/
theorem generator_witness :
    IsGenerator (!![1, 0; 0, -1] : Matrix (Fin 2) (Fin 2) ℂ) !![0, 2; 2, 0]
      !![0, -Complex.I; Complex.I, 0] := by
  constructor
  · refine Matrix.IsHermitian.ext fun i j => ?_
    fin_cases i <;> fin_cases j <;> simp
  · ext i j
    fin_cases i <;> fin_cases j <;>
      simp [Complex.ext_iff] <;> norm_num

end

end TranslationSumRule
```

```lean
#print axioms TranslationSumRule.diagonal_generator
#print axioms TranslationSumRule.exists_generator_iff
#print axioms TranslationSumRule.matrix_element
#print axioms TranslationSumRule.no_generator_of_self
```

```
'TranslationSumRule.diagonal_generator' depends on axioms: [propext, Classical.choice, Quot.sound]
'TranslationSumRule.exists_generator_iff' depends on axioms: [propext, Classical.choice, Quot.sound]
'TranslationSumRule.matrix_element' depends on axioms: [propext, Classical.choice, Quot.sound]
'TranslationSumRule.no_generator_of_self' depends on axioms: [propext, Classical.choice, Quot.sound]
```
